# An error bound for classical counting of non-interacting fermions in finitely many modes

An ideal gas of $N$ identical particles at high temperature is usually treated by computing the partition sum of one particle, raising it to the power $N$, and dividing by $N!$. For fermions this counts too much: it includes arrangements with two particles in the same mode, which the Pauli principle forbids. For fixed $N$, such arrangements become rare as the particles spread over more and more modes. The question is how large the error is for a given spectrum, temperature and particle number.

Let the one-particle modes $k$ have real energies $e_k$, and let $b$ be the inverse temperature, usually written $\beta$. Spin is part of the mode label, and a degenerate level contributes one mode per state. Write
$$z(b)=\sum_k e^{-be_k},\qquad w(s)=e^{-b\sum_{k\in s}e_k},\qquad Z_N=\sum_{|s|=N}w(s),$$
where $s$ runs over sets of $N$ distinct modes. Here $z$ is the one-particle partition sum, not the fugacity. For at least one mode and every natural number $N$,
$$N!\,Z_N\;\ge\; z(b)^N\left(1-\frac{N(N-1)}{2}\,r\right),\qquad r=\frac{z(2b)}{z(b)^2}.$$

With one-particle probabilities $p_k=e^{-be_k}/z(b)$ we have $r=\sum_k p_k^2$, the chance that two independent classical particles occupy the same mode. The correction is this chance times the number of pairs.

## Adding one fermion at a time

Take a set $t$ of $N+1$ filled modes and mark one member $k$. Removing $k$ leaves an $N$-fermion set $s$ and an empty mode $k$, and filling that mode restores $t$. Since $w(t)=e^{-be_k}w(s)$, any function $g$ of the modes satisfies
$$\sum_{|t|=N+1}\sum_{k\in t}g_k\,w(t)=\sum_{|s|=N}\sum_{k\notin s}g_k\,e^{-be_k}w(s).$$

Put $g_k=1$. The left side is $(N+1)Z_{N+1}$. On the right, the sum over empty modes is the sum over all modes minus the sum over filled ones, so
$$(N+1)Z_{N+1}=z(b)Z_N-B_N,\qquad B_N=\sum_{|s|=N}\sum_{k\in s}e^{-be_k}w(s).$$
The term $B_N\ge0$ collects the Pauli-blocked additions. Dropping it and multiplying by $N!$ gives $(N+1)!\,Z_{N+1}\le z(b)\,N!\,Z_N$. Since $Z_0=1$, induction yields $N!\,Z_N\le z(b)^N$.

Now put $g_k=e^{-be_k}$ and start from $n$ fermions:
$$B_{n+1}=\sum_{|s|=n}\sum_{k\notin s}e^{-2be_k}w(s)\le z(2b)\,Z_n.$$
Hence $(n+2)Z_{n+2}\ge z(b)Z_{n+1}-z(2b)Z_n$. Multiply by $(n+1)!$, use the lower bound for $n+1$ particles in the first term and the upper bound for $n$ in the second, and write $z(2b)=r\,z(b)^2$:
$$(n+2)!\,Z_{n+2}\ge z(b)^{n+2}\left(1-\frac{n(n+1)}2r-(n+1)r\right)=z(b)^{n+2}\left(1-\frac{(n+1)(n+2)}2r\right).$$
The cases $N=0$ and $N=1$ are equalities, because $Z_0=1$ and $Z_1=z(b)$.

## Ten fermions in a thousand modes

In a free-energy calculation for non-interacting particles in finitely many modes, the approximation enters as $F\approx-k_BT\ln\left(z(b)^N/N!\right)$. Set $\delta=N(N-1)r/2$. If $\delta<1$, taking logarithms of the two bounds shows that this value lies below the exact $F$ by at most $-k_BT\ln(1-\delta)$. Finding $\delta$ takes one further sum over the same spectrum, at $2b$.

For $N=10$ and $1000$ modes of equal energy, $r=1/1000$ and $\delta=0.045$. The free energy is then off by at most about $0.046\,k_BT$. The exact ratio $N!\,Z_N/z(b)^N$ is $0.9559$, against the bound $0.955$.

## Finite sets as fermion configurations

In the Lean development the modes form a finite type `ι`, so the number of modes is `Fintype.card ι`, and `e : ι → ℝ` gives their energies. The parameter `b` may be any real number, including zero and negative values.

```lean
import Mathlib

open Finset
open scoped Topology

namespace DiluteFermions

noncomputable section

variable {ι : Type*}
```

The one-particle sum $z(b)$ is `z e b`, and `z e (2 * b)` is the same sum at half the temperature.

```lean
/-- The one-particle partition sum `z(b) = ∑ exp(-b e_k)` over all modes. -/
def z [Fintype ι] (e : ι → ℝ) (b : ℝ) : ℝ := ∑ k, Real.exp (-b * e k)
```

A configuration is a `Finset ι`. It can't contain a mode twice, so exclusion is built into the type.

```lean
/-- The Boltzmann weight of the configuration in which exactly the modes in `s` are filled,
each by one fermion. -/
def weight (e : ι → ℝ) (b : ℝ) (s : Finset ι) : ℝ := Real.exp (-b * ∑ k ∈ s, e k)
```

The sum $Z_N$ is `ZF e b N`, taken over `powersetCard N univ`, the sets of exactly $N$ modes. If $N$ exceeds the number of modes there are none, and the sum is zero.

```lean
/-- The canonical partition sum of `N` non-interacting fermions: the sum of the Boltzmann
weights of all sets of `N` distinct modes. -/
def ZF [Fintype ι] (e : ι → ℝ) (b : ℝ) (N : ℕ) : ℝ :=
  ∑ s ∈ powersetCard N (univ : Finset ι), weight e b s
```

For non-interacting fermions, $Z_N$ is the trace of $e^{-bH}$ over antisymmetric $N$-particle states. That this trace equals a sum over sets of modes, because Slater determinants diagonalise a non-interacting $H$, is the step taken before the definitions begin. Interactions and infinite spectra are left out.

## Moving a marked fermion

The weight factorises when an empty mode is filled. The hypothesis `k ∉ s` says that the mode is empty.

```lean
/-- Filling an empty mode `k` multiplies the Boltzmann weight by `exp(-b e_k)`. -/
theorem weight_insert [DecidableEq ι] (e : ι → ℝ) (b : ℝ) {k : ι} {s : Finset ι}
    (hk : k ∉ s) : weight e b (insert k s) = Real.exp (-b * e k) * weight e b s := by
  unfold weight
  rw [sum_insert hk, mul_add, Real.exp_add]
```

The next theorem is the double count, for arbitrary real `g`. Its central device is `Finset.sum_bij'`, which proves two finite sums equal from a pair of mutually inverse maps. Each side is first a nested sum whose inner range depends on the outer set. `Finset.sum_sigma'` turns it into a single sum over pairs: a set together with a mode.

The two maps are then `erase` and `insert`, each keeping the marked mode as second component. Five obligations remain, one per bullet: removal lands among the $N$-sets with an empty mode; insertion lands among the $(N+1)$-sets with a filled one; each map undoes the other, which takes two bullets; and the summands agree, by `weight_insert`. Injectivity and surjectivity need no separate argument.

```lean
/-- The sum of `g k` times the Boltzmann weight, over all `(N+1)`-fermion configurations and their
filled modes `k`, equals the sum of `g k * exp(-b e_k)` times the Boltzmann weight, over all
`N`-fermion configurations and their empty modes `k`. -/
theorem sum_add_particle [Fintype ι] [DecidableEq ι] (e : ι → ℝ) (b : ℝ) (g : ι → ℝ) (N : ℕ) :
    ∑ t ∈ powersetCard (N + 1) (univ : Finset ι), ∑ k ∈ t, g k * weight e b t =
      ∑ s ∈ powersetCard N (univ : Finset ι), ∑ k ∈ sᶜ,
        g k * (Real.exp (-b * e k) * weight e b s) := by
  rw [Finset.sum_sigma', Finset.sum_sigma']
  -- remove the marked fermion, or put it back
  refine Finset.sum_bij' (fun p _ => ⟨p.1.erase p.2, p.2⟩)
    (fun p _ => ⟨insert p.2 p.1, p.2⟩) ?_ ?_ ?_ ?_ ?_
  · rintro ⟨t, k⟩ h
    simp only [mem_sigma, mem_powersetCard_univ, mem_compl] at h ⊢
    obtain ⟨h1, h2⟩ := h
    have h3 := card_erase_of_mem h2
    exact ⟨by omega, notMem_erase k t⟩
  · rintro ⟨s, k⟩ h
    simp only [mem_sigma, mem_powersetCard_univ, mem_compl] at h ⊢
    obtain ⟨h1, h2⟩ := h
    have h3 := card_insert_of_notMem h2
    exact ⟨by omega, mem_insert_self k s⟩
  · rintro ⟨t, k⟩ h
    simp only [mem_sigma] at h
    simp [insert_erase h.2]
  · rintro ⟨s, k⟩ h
    simp only [mem_sigma, mem_compl] at h
    simp [erase_insert h.2]
  · rintro ⟨t, k⟩ h
    simp only [mem_sigma] at h
    have h3 := weight_insert e b (notMem_erase k t)
    rw [insert_erase h.2] at h3
    simp only [h3]
```

With `g` equal to one, this gives the exact recursion. The step `hl` evaluates the marked sum as $(N+1)Z_{N+1}$, and `sum_add_sum_compl` splits all modes into filled and empty.

```lean
/-- Adding a fermion: `(N+1) ZF_(N+1)` is the classical product `z ZF_N` minus the terms in
which the new particle would enter a mode that is already filled. -/
theorem pauli_recursion [Fintype ι] (e : ι → ℝ) (b : ℝ) (N : ℕ) :
    ((N : ℝ) + 1) * ZF e b (N + 1) = z e b * ZF e b N -
      ∑ s ∈ powersetCard N (univ : Finset ι), ∑ k ∈ s,
        Real.exp (-b * e k) * weight e b s := by
  classical
  have hl : ∑ t ∈ powersetCard (N + 1) (univ : Finset ι), ∑ k ∈ t, (1 : ℝ) * weight e b t =
      ((N : ℝ) + 1) * ZF e b (N + 1) := by
    unfold ZF
    rw [mul_sum]
    refine sum_congr rfl fun t ht => ?_
    rw [sum_const, nsmul_eq_mul, (mem_powersetCard.1 ht).2]
    push_cast
    ring
  refine hl.symm.trans ((sum_add_particle e b (fun _ => 1) N).trans ?_)
  unfold ZF z
  rw [mul_sum, ← sum_sub_distrib]
  refine sum_congr rfl fun s _ => ?_
  -- the empty modes are all modes minus the filled ones
  have hs := sum_add_sum_compl s (fun k => Real.exp (-b * e k) * weight e b s)
  rw [sum_mul]
  simp only [one_mul]
  linear_combination hs
```

## From the recursion to the error bound

With `g` equal to the Boltzmann factor, the same count bounds the blocked terms. In `hS`, the two exponentials combine into one at `2 * b`, and the sum over empty modes is enlarged to all modes, which is allowed because every term is nonnegative.

```lean
/-- The Pauli-blocked terms cost at most `z(2b) ZF_n` when a fermion is added to `n + 1`
others. -/
theorem pauli_loss_bound [Fintype ι] (e : ι → ℝ) (b : ℝ) (n : ℕ) :
    z e b * ZF e b (n + 1) - z e (2 * b) * ZF e b n ≤ ((n : ℝ) + 2) * ZF e b (n + 2) := by
  classical
  have hS : ∑ s ∈ powersetCard (n + 1) (univ : Finset ι), ∑ k ∈ s,
      Real.exp (-b * e k) * weight e b s ≤ z e (2 * b) * ZF e b n := by
    refine (sum_add_particle e b (fun k => Real.exp (-b * e k)) n).trans_le ?_
    unfold ZF z
    rw [mul_sum]
    refine sum_le_sum fun s _ => ?_
    rw [sum_mul]
    calc ∑ k ∈ sᶜ, Real.exp (-b * e k) * (Real.exp (-b * e k) * weight e b s)
        = ∑ k ∈ sᶜ, Real.exp (-(2 * b) * e k) * weight e b s := by
          refine sum_congr rfl fun k _ => ?_
          have h2 : -(2 * b) * e k = -b * e k + -b * e k := by ring
          rw [h2, Real.exp_add, mul_assoc]
      _ ≤ ∑ k, Real.exp (-(2 * b) * e k) * weight e b s :=
          sum_le_sum_of_subset_of_nonneg (subset_univ _)
            (fun k _ _ => by unfold weight; positivity)
  have h := pauli_recursion e b (n + 1)
  rw [Nat.cast_add, Nat.cast_one] at h
  change _ ≤ ((n : ℝ) + 2) * ZF e b (n + 1 + 1)
  linarith
```

Given the recursion and $Z_0=1$, the upper bound follows by induction because the blocked terms and $z(b)$ are nonnegative. It holds even without any modes.

```lean
/-- Classical counting never underestimates the fermion sum: `N! ZF_N ≤ z^N`. -/
theorem classical_upper_bound [Fintype ι] (e : ι → ℝ) (b : ℝ) (N : ℕ) :
    (N.factorial : ℝ) * ZF e b N ≤ z e b ^ N := by
  have hz : 0 ≤ z e b := sum_nonneg fun k _ => (Real.exp_pos _).le
  induction N with
  | zero => simp [ZF, weight]
  | succ n ih =>
    have h := pauli_recursion e b n
    have hS : 0 ≤ ∑ s ∈ powersetCard n (univ : Finset ι), ∑ k ∈ s,
        Real.exp (-b * e k) * weight e b s :=
      sum_nonneg fun s _ => sum_nonneg fun k _ => by unfold weight; positivity
    have h1 : ((n : ℝ) + 1) * ZF e b (n + 1) ≤ z e b * ZF e b n := by linarith
    have A := mul_le_mul_of_nonneg_left h1 (Nat.cast_nonneg (α := ℝ) n.factorial)
    have B := mul_le_mul_of_nonneg_left ih hz
    rw [Nat.factorial_succ, Nat.cast_mul, Nat.cast_add, Nat.cast_one]
    linear_combination A + B
```

The main theorem states that $z(b)$ is positive, so the division by its square is genuine, and then gives the lower bound. `Nonempty ι` supplies the one mode that positivity requires. In the induction step, `A` is the lower bound for $n+1$ particles times $z(b)$, `B` is the upper bound for $n$ times $(n+1)z(2b)$, and `C` is the recursion inequality times $(n+1)\,n!$. The final `linear_combination` adds them and checks the algebra done above.

```lean
/-- For at least one mode, `z(b)` is positive and the canonical fermion sum obeys
`N! ZF_N ≥ z(b)^N (1 - (N(N-1)/2) z(2b)/z(b)^2)`. -/
theorem classical_counting_error [Fintype ι] [Nonempty ι] (e : ι → ℝ) (b : ℝ) (N : ℕ) :
    0 < z e b ∧
      z e b ^ N * (1 - (N : ℝ) * (N - 1) / 2 * (z e (2 * b) / z e b ^ 2)) ≤
        (N.factorial : ℝ) * ZF e b N := by
  have hz : 0 < z e b := sum_pos (fun k _ => Real.exp_pos _) univ_nonempty
  have hz2 : 0 ≤ z e (2 * b) := sum_nonneg fun k _ => (Real.exp_pos _).le
  refine ⟨hz, ?_⟩
  obtain ⟨r, hr⟩ : ∃ r, r = z e (2 * b) / z e b ^ 2 := ⟨_, rfl⟩
  have hzr : z e (2 * b) = r * z e b ^ 2 := by
    rw [hr]
    field_simp
  rw [← hr]
  induction N with
  | zero => simp [ZF, weight]
  | succ m ih =>
    cases m with
    | zero =>
      have h0 : ZF e b 0 = 1 := by simp [ZF, weight]
      have h1 : ZF e b 1 = z e b := by
        have h := pauli_recursion e b 0
        rw [h0] at h
        simpa using h
      simp [h1]
    | succ n =>
      have hrec : z e b * ZF e b (n + 1) - z e (2 * b) * ZF e b n ≤
          ((n : ℝ) + 2) * ZF e b (n + 1 + 1) := pauli_loss_bound e b n
      have f1 : ((n + 1).factorial : ℝ) = ((n : ℝ) + 1) * n.factorial := by
        rw [Nat.factorial_succ]
        push_cast
        ring
      have f2 : ((n + 1 + 1).factorial : ℝ) =
          ((n : ℝ) + 2) * (((n : ℝ) + 1) * n.factorial) := by
        rw [Nat.factorial_succ, Nat.cast_mul, f1]
        push_cast
        ring
      rw [f1] at ih
      rw [f2]
      -- old error, new blocked terms, and the recursion itself
      have A := mul_le_mul_of_nonneg_left ih hz.le
      have B := mul_le_mul_of_nonneg_left (classical_upper_bound e b n)
        (show 0 ≤ ((n : ℝ) + 1) * z e (2 * b) by positivity)
      have C := mul_le_mul_of_nonneg_left hrec
        (show 0 ≤ ((n : ℝ) + 1) * (n.factorial : ℝ) by positivity)
      rw [hzr] at B C
      push_cast at A ⊢
      linear_combination A + B + C
```

## Low occupation and degenerate levels

If every $p_k\le p$, then $z(2b)=\sum_k e^{-2be_k}\le p\,z(b)\sum_k e^{-be_k}=p\,z(b)^2$, so $r\le p$. Since $N(N-1)/2\ge0$, replacing $r$ by $p$ only weakens the lower bound. Dividing by $z(b)^N$ places the ratio between $1-N(N-1)p/2$ and $1$.

```lean
/-- If there is at least one mode and no mode has one-particle probability above `p`, then
`N! ZF_N / z^N` lies between `1 - N(N-1)p/2` and `1`. -/
theorem dilute_bounds [Fintype ι] [Nonempty ι] (e : ι → ℝ) (b p : ℝ) (N : ℕ)
    (h : ∀ k, Real.exp (-b * e k) / z e b ≤ p) :
    1 - (N : ℝ) * (N - 1) / 2 * p ≤ (N.factorial : ℝ) * ZF e b N / z e b ^ N ∧
      (N.factorial : ℝ) * ZF e b N / z e b ^ N ≤ 1 := by
  obtain ⟨hz, hm⟩ := classical_counting_error e b N
  refine ⟨?_, (div_le_one (pow_pos hz N)).2 (classical_upper_bound e b N)⟩
  have hp : z e (2 * b) / z e b ^ 2 ≤ p := by
    rw [div_le_iff₀ (pow_pos hz 2)]
    calc z e (2 * b) ≤ ∑ k, Real.exp (-b * e k) * (p * z e b) := by
          refine sum_le_sum fun k _ => ?_
          have h2 : -(2 * b) * e k = -b * e k + -b * e k := by ring
          rw [h2, Real.exp_add]
          exact mul_le_mul_of_nonneg_left ((div_le_iff₀ hz).1 (h k)) (Real.exp_pos _).le
      _ = z e b * (p * z e b) := by rw [← sum_mul]; rfl
      _ = p * z e b ^ 2 := by ring
  have hc : 0 ≤ (N : ℝ) * (N - 1) / 2 := by
    rcases N with _ | n
    · simp
    · have h3 : ((n + 1 : ℕ) : ℝ) * (((n + 1 : ℕ) : ℝ) - 1) / 2 = ((n : ℝ) + 1) * n / 2 := by
        push_cast
        ring
      rw [h3]
      positivity
  have hcp := mul_le_mul_of_nonneg_left hp hc
  rw [le_div_iff₀ (pow_pos hz N)]
  refine le_trans (mul_le_mul_of_nonneg_right (sub_le_sub_left hcp 1) (pow_pos hz N).le) ?_
  rw [mul_comm]
  exact hm
```

For a family of systems indexed by `a`, the modes, energies and temperature may all vary, while $N$ stays fixed. The condition that `p` tends to zero stands for dilution: no single mode keeps an appreciable share of the one-particle probability. Both bounds then tend to $1$, and the ratio is squeezed between them.

```lean
/-- For fixed `N`, along any family of systems with at least one mode each whose one-particle
probabilities are bounded by some `p` tending to zero, `N! ZF_N / z^N` tends to `1`. -/
theorem dilute_limit {α : Type*} {l : Filter α} {κ : α → Type*} [∀ a, Fintype (κ a)]
    [∀ a, Nonempty (κ a)] (e : ∀ a, κ a → ℝ) (b p : α → ℝ) (N : ℕ)
    (h : ∀ a k, Real.exp (-b a * e a k) / z (e a) (b a) ≤ p a)
    (hp : Filter.Tendsto p l (𝓝 0)) :
    Filter.Tendsto (fun a => (N.factorial : ℝ) * ZF (e a) (b a) N / z (e a) (b a) ^ N)
      l (𝓝 1) := by
  have hg : Filter.Tendsto (fun a => 1 - (N : ℝ) * (N - 1) / 2 * p a) l (𝓝 1) := by
    have h1 := (hp.const_mul ((N : ℝ) * (N - 1) / 2)).const_sub 1
    rwa [mul_zero, sub_zero] at h1
  exact tendsto_of_tendsto_of_tendsto_of_le_of_le hg tendsto_const_nhds
    (fun a => (dilute_bounds (e a) (b a) (p a) N (h a)).1)
    (fun a => (dilute_bounds (e a) (b a) (p a) N (h a)).2)
```

This is a different limit from the thermodynamic one, in which $N$ grows at fixed density. A level of $M$ modes with common energy $\varepsilon$ shows the difference. Each of its $\binom MN$ configurations has weight $e^{-bN\varepsilon}$, so
$$N!\,Z_N=M(M-1)\cdots(M-N+1)\,e^{-bN\varepsilon}.$$
The ratio to $z(b)^N=M^Ne^{-bN\varepsilon}$ is $\prod_{j=0}^{N-1}(1-j/M)$, which tends to zero when $N$ and $M$ grow at a fixed positive $N/M$. The free energy per particle can still be accurate: in this limit its error is about $k_BT\,N/(2M)$ when $N/M$ is small. In Lean the falling factorial is `descFactorial`, and the proof counts the sets with `card_powersetCard`.

```lean
/-- For `M` modes of the same energy `ε`, `N! ZF_N` is the falling factorial
`M(M-1)...(M-N+1)` times `exp(-b ε)^N`. -/
theorem degenerate_level [Fintype ι] (ε b : ℝ) (N : ℕ) :
    (N.factorial : ℝ) * ZF (fun _ : ι => ε) b N =
      ((Fintype.card ι).descFactorial N : ℝ) * Real.exp (-b * ε) ^ N := by
  have hw : ZF (fun _ : ι => ε) b N =
      ((Fintype.card ι).choose N : ℝ) * Real.exp (-b * ε) ^ N := by
    unfold ZF
    have hs : ∀ s ∈ powersetCard N (univ : Finset ι),
        weight (fun _ : ι => ε) b s = Real.exp (-b * ε) ^ N := by
      intro s hs
      unfold weight
      rw [sum_const, nsmul_eq_mul, (mem_powersetCard.1 hs).2, ← Real.exp_nat_mul]
      congr 1
      ring
    rw [sum_congr rfl hs, sum_const, nsmul_eq_mul, card_powersetCard, card_univ]
  rw [hw, Nat.descFactorial_eq_factorial_mul_choose, Nat.cast_mul, mul_assoc]

end

end DiluteFermions
```

```lean
#print axioms DiluteFermions.classical_counting_error
-- 'DiluteFermions.classical_counting_error' depends on axioms: [propext, Classical.choice, Quot.sound]
#print axioms DiluteFermions.dilute_limit
-- 'DiluteFermions.dilute_limit' depends on axioms: [propext, Classical.choice, Quot.sound]
#print axioms DiluteFermions.degenerate_level
-- 'DiluteFermions.degenerate_level' depends on axioms: [propext, Classical.choice, Quot.sound]
```
